# The Brillouin-Wigner equation and the ground state of an arrow Hamiltonian

## Physical setting

In configuration interaction one configuration often dominates the ground state. Call it the reference, with energy $h$. It couples through real matrix elements $v_m$ to finitely many external configurations with energies $d_m$. If the external configurations do not couple among themselves, the Hamiltonian is the arrow matrix

$$H_{00}=h,\qquad H_{0m}=H_{m0}=v_m,\qquad H_{mn}=d_m\,\delta_{mn}.$$

For $x\neq0$ and $E$ different from every $d_m$, eliminating the external coefficients from $Hx=Ex$ leaves one scalar equation in which the unknown energy also stands in the denominators,

$$E = h+\sum_m \frac{v_m^2}{E-d_m}.$$

This equation can have several solutions, separated by poles at the $d_m$, so one must ask whether a solution exists below the poles, whether it is the only one there, and whether it is the ground-state energy. General Brillouin-Wigner theory expands in the couplings among external configurations to all orders; here the external block is diagonal, so only the term quadratic in $v$ survives and the equation is exact.

For this simplified model, with a real finite basis, a diagonal external block and a reference energy below all external energies, the result identifies which root of the energy-dependent equation is the ground state, and shows that the second-order estimate with $h$ in the denominators lies at or below it.

## Statement

Define the secular function, the second-order energy and the wave function in intermediate normalisation:

$$f(E)=E-h+\sum_m\frac{v_m^2}{d_m-E},\qquad E^{(2)}=h-\sum_m\frac{v_m^2}{d_m-h},\qquad \psi(E)=\Big(1,\;-\frac{v_m}{d_m-E}\Big).$$

The equation above is $f(E)=0$. Let $B$ be the set of $E$ with $E<d_m$ for all $m$, and assume $h<d_m$ for all $m$. Then $f$ is strictly increasing on $B$, and there is an $E_0\in B$ such that

1. $f(E_0)=0$, and $E_0$ is the only root of $f$ in $B$;
2. $E^{(2)}\le E_0\le h$;
3. $E_0$ is the least eigenvalue of $H$;
4. $Hx=E_0x$ holds exactly when $x=x_0\,\psi(E_0)$, where $x_0$ is the reference component of $x$.

Two side results go with this. A root $E\in B$ satisfies $E<h$ exactly when some $v_m\neq0$. For one uncoupled external configuration of energy $e\le h$, $f$ has no root below $e$.

## Derivation

*Monotonicity.* Let $a<b$ in $B$. Then $0<d_m-b<d_m-a$, so $v_m^2/(d_m-a)\le v_m^2/(d_m-b)$ for each $m$. The linear term increases strictly, hence $f(a)<f(b)$. A strictly increasing function takes the value zero at most once.

*Existence.* Put $S=\sum_m v_m^2/(d_m-h)$. Since $h<d_m$, $S\ge0$, so $E^{(2)}=h-S\le h$ and $f(h)=S\ge0$. At the lower end $d_m-E^{(2)}\ge d_m-h>0$, so

$$f(E^{(2)})=-S+\sum_m\frac{v_m^2}{d_m-E^{(2)}}\le -S+S=0.$$

No pole lies in $[E^{(2)},h]$, so $f$ is continuous there, and the intermediate value theorem gives a root $E_0$ in this interval. It lies in $B$ because $E_0\le h<d_m$.

*Partitioning.* Let $E\neq d_m$ for all $m$. The rows of $Hx=Ex$ read

$$h\,x_0+\sum_m v_mx_m=E\,x_0,\qquad v_m x_0+d_m x_m=E\,x_m.$$

The external rows are equivalent to $x_m=-x_0v_m/(d_m-E)$, that is to $x=x_0\psi(E)$. Inserting this gives $\sum_m v_mx_m=-x_0\sum_m v_m^2/(d_m-E)$, and the reference row becomes $x_0f(E)=0$. So $Hx=Ex$ holds exactly when $x=x_0\psi(E)$ and $x_0f(E)=0$. At $E_0$ the second condition is automatic, which is item 4, and $\psi(E_0)\neq0$ is an eigenvector.

*Completing the square.* Expanding the quadratic form,

$$x^{T}Hx-E\,x^{T}x=(h-E)x_0^2+2x_0\sum_m v_mx_m+\sum_m(d_m-E)x_m^2 .$$

For each $m$,

$$(d_m-E)\Big(x_m+\frac{x_0v_m}{d_m-E}\Big)^2=(d_m-E)x_m^2+2x_0v_mx_m+\frac{v_m^2}{d_m-E}x_0^2 .$$

Summing over $m$ and comparing,

$$x^{T}Hx-E\,x^{T}x=-f(E)\,x_0^2+\sum_m(d_m-E)\Big(x_m+\frac{x_0v_m}{d_m-E}\Big)^2 .$$

*Least eigenvalue.* If $E\in B$ and $f(E)\le0$, both parts of the right side are nonnegative, so $E\,x^Tx\le x^THx$ for every $x$. Take $E=E_0$ and an eigenvector $x\ne0$ with eigenvalue $\mu$. Then $E_0\,x^Tx\le\mu\,x^Tx$ with $x^Tx>0$, so $E_0\le\mu$.

*Side results.* At a root in $B$, $h-E=\sum_m v_m^2/(d_m-E)$ is a sum of nonnegative terms, positive exactly when some $v_m\neq0$. For a single state with $v=0$ and $e\le h$, $f(E)=E-h<0$ for all $E<e$. The hypothesis $h<d_m$ therefore cannot simply be deleted from the existence claim.

## What the formal version assumes

The external configurations are labelled by a finite type `ι`, and the full basis by `Option ι`: `none` is the reference and `some m` is external configuration $m$. A state is a function `x : Option ι → ℝ`, so `x none` is $x_0$. The definitions `arrow`, `secular`, `secondOrder`, `bwVector` and `below` are $H$, $f$, $E^{(2)}$, $\psi$ and $B$. The product `*ᵥ` is matrix times vector and `⬝ᵥ` is the plain dot product, so the basis is taken as orthonormal, with no overlap matrix.

The set `below d` is defined by `∀ m, E < d m`, with no minimum taken. The type `ι` may thus be empty, in which case $B$ is the whole line and $f(E)=E-h$. The $d_m$ may coincide and any $v_m$ may vanish. The set `eigenvalues A` contains the real $E$ with a nonzero real vector satisfying `A *ᵥ x = E • x`, and `IsLeast (eigenvalues (arrow h v d)) E₀` says that $E_0$ belongs to this set and bounds it from below.

The only hypothesis of `brillouin_wigner_ground_state` is `hd : ∀ m, h < d m`. It is assumed, not derived from any property of a molecule, and it enters through the existence of the root, its two bounds, and the step $E_0\le h<d_m$ that places the root in `below d`. Monotonicity takes no condition relating $h$ to the $d_m$, the uncoupled example assumes the opposite inequality $e\le h$, and the identification of a root with the lowest eigenvalue needs only that the root lie in `below d`. Lean sets a quotient by zero to zero, so `secular` has a value with no physical meaning at $E=d_m$; the hypotheses `E ∈ below d` and `∀ m, d m ≠ E` keep the statements away from these points, and in `exists_root` the hypothesis `hd` together with $E\le h$ does the same, while also making the denominators $d_m-h$ of `secondOrder` positive.

The model is finite, real and symmetric, has a single reference, and has the diagonal external block built into `arrow`. Nothing is stated about the number or position of the roots above $\min_m d_m$, about convergence of the iteration $E\mapsto h-\sum_m v_m^2/(d_m-E)$, or about how $E_0$ scales with system size. Two familiar facts are used nowhere in the file and are not established in it: a real symmetric matrix has only real eigenvalues, and it can be brought to arrow form by diagonalising its external block, after which the $d_m$ are eigenvalues of that block and no longer energies of single configurations.

## The formal development

```lean
import Mathlib

open Matrix

namespace BrillouinWignerGroundState

noncomputable section

variable {ι : Type*} [Fintype ι]

/-- The energies lying strictly below every external diagonal energy `d m`. -/
def below (d : ι → ℝ) : Set ℝ := {E | ∀ m, E < d m}

/-- The Brillouin-Wigner secular function `f(E) = E - h + ∑ v(m)² / (d(m) - E)`. -/
def secular (h : ℝ) (v d : ι → ℝ) (E : ℝ) : ℝ := E - h + ∑ m, v m ^ 2 / (d m - E)

/-- The second-order energy `h - ∑ v(m)² / (d(m) - h)`, with the reference energy in the
denominators. -/
def secondOrder (h : ℝ) (v d : ι → ℝ) : ℝ := h - ∑ m, v m ^ 2 / (d m - h)

/-- The Brillouin-Wigner wave function at energy `E` in intermediate normalisation:
coefficient `1` on the reference and `-v(m) / (d(m) - E)` on external configuration `m`. -/
def bwVector (v d : ι → ℝ) (E : ℝ) : Option ι → ℝ
  | none => 1
  | some m => -(v m / (d m - E))

/-- The real eigenvalues of a square matrix: the `E` with `A x = E x` for a nonzero `x`. -/
def eigenvalues {n : Type*} [Fintype n] (A : Matrix n n ℝ) : Set ℝ :=
  {E | ∃ x : n → ℝ, x ≠ 0 ∧ A *ᵥ x = E • x}

/-- The secular function is strictly increasing below all external energies. -/
theorem secular_strictMonoOn (h : ℝ) (v d : ι → ℝ) :
    StrictMonoOn (secular h v d) (below d) := by
  intro a _ b hb hab
  have hb' : ∀ m, b < d m := hb
  -- each term grows as its positive denominator shrinks
  have hs : ∑ m, v m ^ 2 / (d m - a) ≤ ∑ m, v m ^ 2 / (d m - b) :=
    Finset.sum_le_sum fun m _ =>
      div_le_div_of_nonneg_left (sq_nonneg _) (sub_pos.2 (hb' m)) (by linarith)
  unfold secular
  linarith

/-- If the reference energy lies below all external energies, the secular function has a
root between the second-order energy and the reference energy. -/
theorem exists_root (h : ℝ) (v d : ι → ℝ) (hd : ∀ m, h < d m) :
    ∃ E, secondOrder h v d ≤ E ∧ E ≤ h ∧ secular h v d E = 0 := by
  classical
  have hS : 0 ≤ ∑ m, v m ^ 2 / (d m - h) :=
    Finset.sum_nonneg fun m _ => div_nonneg (sq_nonneg _) (sub_pos.2 (hd m)).le
  have hdef : secondOrder h v d = h - ∑ m, v m ^ 2 / (d m - h) := rfl
  have hle : secondOrder h v d ≤ h := by linarith
  -- no pole lies in the interval, so f is continuous there
  have hterm : ∀ m, ContinuousOn (fun E : ℝ => v m ^ 2 / (d m - E))
      (Set.Icc (secondOrder h v d) h) := by
    intro m
    have hc : ContinuousOn (fun _ : ℝ => v m ^ 2) (Set.Icc (secondOrder h v d) h) :=
      continuousOn_const
    have hg : ContinuousOn (fun E : ℝ => d m - E) (Set.Icc (secondOrder h v d) h) := by
      fun_prop
    exact hc.div hg fun E hE => (sub_pos.2 (lt_of_le_of_lt hE.2 (hd m))).ne'
  have hsum : ∀ s : Finset ι, ContinuousOn (fun E : ℝ => ∑ m ∈ s, v m ^ 2 / (d m - E))
      (Set.Icc (secondOrder h v d) h) := by
    intro s
    induction s using Finset.induction_on with
    | empty =>
      simp only [Finset.sum_empty]
      exact continuousOn_const
    | insert a s ha ih =>
      simp only [Finset.sum_insert ha]
      exact (hterm a).add ih
  have hlin : ContinuousOn (fun E : ℝ => E - h) (Set.Icc (secondOrder h v d) h) := by
    fun_prop
  have hcont : ContinuousOn (secular h v d) (Set.Icc (secondOrder h v d) h) :=
    hlin.add (hsum Finset.univ)
  -- signs at the two ends
  have hup : 0 ≤ secular h v d h := by
    unfold secular
    linarith
  have hlow : secular h v d (secondOrder h v d) ≤ 0 := by
    have hs : ∑ m, v m ^ 2 / (d m - secondOrder h v d) ≤ ∑ m, v m ^ 2 / (d m - h) :=
      Finset.sum_le_sum fun m _ =>
        div_le_div_of_nonneg_left (sq_nonneg _) (sub_pos.2 (hd m)) (by linarith)
    unfold secular
    linarith
  obtain ⟨E, hE, hf⟩ := intermediate_value_Icc hle hcont ⟨hlow, hup⟩
  exact ⟨E, hE.1, hE.2, hf⟩

/-- A root below all external energies lies strictly below the reference energy exactly
when some coupling is nonzero. -/
theorem root_lt_reference_iff (h : ℝ) (v d : ι → ℝ) (E : ℝ) (hE : E ∈ below d)
    (hf : secular h v d E = 0) : E < h ↔ ∃ m, v m ≠ 0 := by
  have hE' : ∀ m, E < d m := hE
  unfold secular at hf
  constructor
  · intro hlt
    by_contra hn
    have hz : ∀ m, v m = 0 := fun m => Classical.byContradiction fun hm => hn ⟨m, hm⟩
    have hs : ∑ m, v m ^ 2 / (d m - E) = 0 :=
      Finset.sum_eq_zero fun m _ => by rw [hz m]; simp
    linarith
  · rintro ⟨m, hm⟩
    have hv : 0 < v m ^ 2 := lt_of_le_of_ne (sq_nonneg _) (pow_ne_zero 2 hm).symm
    have hs : 0 < ∑ m, v m ^ 2 / (d m - E) :=
      Finset.sum_pos' (fun k _ => div_nonneg (sq_nonneg _) (sub_pos.2 (hE' k)).le)
        ⟨m, Finset.mem_univ m, div_pos hv (sub_pos.2 (hE' m))⟩
    linarith

/-- For one uncoupled external configuration with energy `e ≤ h`, the secular function has
no root below `e`. -/
theorem no_root_of_uncoupled (h e : ℝ) (he : e ≤ h) :
    ∀ E ∈ below (fun _ : Unit => e),
      secular h (fun _ : Unit => 0) (fun _ : Unit => e) E ≠ 0 := by
  intro E hE
  have hE' : E < e := (show ∀ _ : Unit, E < e from hE) ()
  have hs : secular h (fun _ : Unit => 0) (fun _ : Unit => e) E = E - h := by
    simp [secular]
  rw [hs]
  exact (by linarith : E - h < 0).ne

variable [DecidableEq ι]

/-- The arrow Hamiltonian: reference energy `h` in the corner, couplings `v m` on the border
and external energies `d m` on the diagonal; `none` labels the reference. -/
def arrow (h : ℝ) (v d : ι → ℝ) : Matrix (Option ι) (Option ι) ℝ :=
  Matrix.of fun i j =>
    match i, j with
    | none, none => h
    | none, some n => v n
    | some m, none => v m
    | some m, some n => if m = n then d m else 0

/-- The reference component of the arrow Hamiltonian applied to a vector. -/
theorem arrow_mulVec_none (h : ℝ) (v d : ι → ℝ) (x : Option ι → ℝ) :
    (arrow h v d *ᵥ x) none = h * x none + ∑ m, v m * x (some m) := by
  show ∑ j, arrow h v d none j * x j = _
  rw [Fintype.sum_option]
  simp [arrow]

/-- An external component of the arrow Hamiltonian applied to a vector. -/
theorem arrow_mulVec_some (h : ℝ) (v d : ι → ℝ) (x : Option ι → ℝ) (m : ι) :
    (arrow h v d *ᵥ x) (some m) = v m * x none + d m * x (some m) := by
  show ∑ j, arrow h v d (some m) j * x j = _
  rw [Fintype.sum_option]
  simp [arrow]

/-- Partitioning: for `E` different from all `d m`, `H x = E x` holds exactly when `x` is its
reference coefficient times the Brillouin-Wigner wave function and `x₀ f(E) = 0`. -/
theorem eigen_iff_partition (h : ℝ) (v d : ι → ℝ) (E : ℝ) (hE : ∀ m, d m ≠ E)
    (x : Option ι → ℝ) :
    arrow h v d *ᵥ x = E • x ↔
      x = x none • bwVector v d E ∧ x none * secular h v d E = 0 := by
  have hq : ∀ m, v m / (d m - E) * (d m - E) = v m :=
    fun m => div_mul_cancel₀ _ (sub_ne_zero.2 (hE m))
  have hb0 : bwVector v d E none = 1 := rfl
  have hb : ∀ m, bwVector v d E (some m) = -(v m / (d m - E)) := fun _ => rfl
  -- folding the external coefficients into the reference row
  have key : (∀ m, x (some m) = -(x none * (v m / (d m - E)))) →
      ∑ m, v m * x (some m) = -(x none * ∑ m, v m ^ 2 / (d m - E)) := by
    intro hs
    rw [Finset.mul_sum, ← Finset.sum_neg_distrib]
    refine Finset.sum_congr rfl fun m _ => ?_
    rw [hs m]
    ring
  constructor
  · intro hx
    have hs : ∀ m, x (some m) = -(x none * (v m / (d m - E))) := by
      intro m
      have h1 := congrFun hx (some m)
      rw [arrow_mulVec_some, Pi.smul_apply, smul_eq_mul] at h1
      apply mul_right_cancel₀ (sub_ne_zero.2 (hE m))
      linear_combination h1 + x none * hq m
    have h0 := congrFun hx none
    rw [arrow_mulVec_none, Pi.smul_apply, smul_eq_mul] at h0
    have hk := key hs
    refine ⟨?_, ?_⟩
    · funext i
      cases i with
      | none => rw [Pi.smul_apply, smul_eq_mul, hb0, mul_one]
      | some m =>
        rw [Pi.smul_apply, smul_eq_mul, hb m, hs m]
        ring
    · unfold secular
      linear_combination hk - h0
  · rintro ⟨hx, hf⟩
    have hs : ∀ m, x (some m) = -(x none * (v m / (d m - E))) := by
      intro m
      have h1 := congrFun hx (some m)
      rw [Pi.smul_apply, smul_eq_mul, hb m] at h1
      linear_combination h1
    have hk := key hs
    unfold secular at hf
    funext i
    cases i with
    | none =>
      rw [arrow_mulVec_none, Pi.smul_apply, smul_eq_mul]
      linear_combination hk - hf
    | some m =>
      rw [arrow_mulVec_some, Pi.smul_apply, smul_eq_mul]
      linear_combination (d m - E) * hs m - x none * hq m

/-- Completing the square: for `E` different from all `d m`, the form `xᵀ(H - E)x` equals
`-f(E) x₀²` plus squares weighted by the gaps `d(m) - E`. -/
theorem quadratic_form_partition (h : ℝ) (v d : ι → ℝ) (E : ℝ) (hE : ∀ m, d m ≠ E)
    (x : Option ι → ℝ) :
    x ⬝ᵥ (arrow h v d *ᵥ x) - E * (x ⬝ᵥ x) =
      -secular h v d E * x none ^ 2 +
        ∑ m, (d m - E) * (x (some m) + x none * (v m / (d m - E))) ^ 2 := by
  have key : ∑ m, (d m - E) * (x (some m) + x none * (v m / (d m - E))) ^ 2 =
      x none * ∑ m, v m * x (some m) + ∑ m, x (some m) * (v m * x none + d m * x (some m))
        - E * ∑ m, x (some m) * x (some m) + (∑ m, v m ^ 2 / (d m - E)) * x none ^ 2 := by
    rw [Finset.mul_sum, Finset.mul_sum, Finset.sum_mul, ← Finset.sum_add_distrib,
      ← Finset.sum_sub_distrib, ← Finset.sum_add_distrib]
    refine Finset.sum_congr rfl fun m _ => ?_
    have hq : v m / (d m - E) * (d m - E) = v m := div_mul_cancel₀ _ (sub_ne_zero.2 (hE m))
    linear_combination (2 * x (some m) * x none + x none ^ 2 * (v m / (d m - E))) * hq
  simp only [dotProduct, Fintype.sum_option, arrow_mulVec_none, arrow_mulVec_some, secular]
  linear_combination (-1 : ℝ) * key

/-- Any energy `E` below all external energies with `f(E) ≤ 0` satisfies
`E xᵀx ≤ xᵀHx` for every vector `x`. -/
theorem variational_bound (h : ℝ) (v d : ι → ℝ) (E : ℝ) (hE : E ∈ below d)
    (hf : secular h v d E ≤ 0) (x : Option ι → ℝ) :
    E * (x ⬝ᵥ x) ≤ x ⬝ᵥ (arrow h v d *ᵥ x) := by
  have hE' : ∀ m, E < d m := hE
  have h1 := quadratic_form_partition h v d E (fun m => (hE' m).ne') x
  have h2 : 0 ≤ ∑ m, (d m - E) * (x (some m) + x none * (v m / (d m - E))) ^ 2 :=
    Finset.sum_nonneg fun m _ => mul_nonneg (sub_pos.2 (hE' m)).le (sq_nonneg _)
  have h3 : 0 ≤ -secular h v d E * x none ^ 2 := mul_nonneg (neg_nonneg.2 hf) (sq_nonneg _)
  linarith

/-- A root of the secular function below all external energies is the lowest eigenvalue of
the arrow Hamiltonian. -/
theorem root_isLeast_eigenvalue (h : ℝ) (v d : ι → ℝ) (E : ℝ) (hE : E ∈ below d)
    (hf : secular h v d E = 0) : IsLeast (eigenvalues (arrow h v d)) E := by
  have hE' : ∀ m, E < d m := hE
  have hb0 : bwVector v d E none = 1 := rfl
  constructor
  · -- the Brillouin-Wigner wave function is an eigenvector
    refine ⟨bwVector v d E, ?_, ?_⟩
    · intro h0
      have h1 : (1 : ℝ) = 0 := congrFun h0 none
      exact one_ne_zero h1
    · refine (eigen_iff_partition h v d E (fun m => (hE' m).ne') _).2 ⟨?_, ?_⟩
      · rw [hb0, one_smul]
      · rw [hf, mul_zero]
  · -- the variational bound applied to any other eigenvector
    rintro μ ⟨x, hx0, hx⟩
    have h1 := variational_bound h v d E hE hf.le x
    rw [hx, dotProduct_smul, smul_eq_mul] at h1
    obtain ⟨i, hi⟩ := Function.ne_iff.1 hx0
    have hi' : x i ≠ 0 := hi
    have hpos : 0 < x ⬝ᵥ x := by
      show 0 < ∑ j, x j * x j
      exact Finset.sum_pos' (fun j _ => mul_self_nonneg (x j))
        ⟨i, Finset.mem_univ i, mul_self_pos.2 hi'⟩
    exact le_of_mul_le_mul_right h1 hpos

/-- Brillouin-Wigner equation for a reference below all external energies: `f` is strictly
increasing below them with a unique root `E₀` there, which lies between the second-order
energy and `h` and is the lowest eigenvalue of the arrow Hamiltonian. The solutions of
`H x = E₀ x` are exactly `x = x₀ ψ` with `ψ` the Brillouin-Wigner wave function at `E₀`. -/
theorem brillouin_wigner_ground_state (h : ℝ) (v d : ι → ℝ) (hd : ∀ m, h < d m) :
    StrictMonoOn (secular h v d) (below d) ∧
      ∃ E₀, (E₀ ∈ below d ∧ secular h v d E₀ = 0) ∧
        (∀ E ∈ below d, secular h v d E = 0 → E = E₀) ∧
        secondOrder h v d ≤ E₀ ∧ E₀ ≤ h ∧
        IsLeast (eigenvalues (arrow h v d)) E₀ ∧
        ∀ x, arrow h v d *ᵥ x = E₀ • x ↔ x = x none • bwVector v d E₀ := by
  obtain ⟨E₀, hlo, hhi, hf⟩ := exists_root h v d hd
  have hlt : ∀ m, E₀ < d m := fun m => lt_of_le_of_lt hhi (hd m)
  have hE : E₀ ∈ below d := hlt
  refine ⟨secular_strictMonoOn h v d, E₀, ⟨hE, hf⟩, ?_, hlo, hhi,
    root_isLeast_eigenvalue h v d E₀ hE hf, ?_⟩
  · intro E hE1 hf1
    exact (secular_strictMonoOn h v d).injOn hE1 hE (hf1.trans hf.symm)
  · intro x
    have hp := eigen_iff_partition h v d E₀ (fun m => (hlt m).ne') x
    exact ⟨fun hx => (hp.1 hx).1, fun hx => hp.2 ⟨hx, by rw [hf, mul_zero]⟩⟩

end

end BrillouinWignerGroundState
```

```lean
#print axioms BrillouinWignerGroundState.root_lt_reference_iff
#print axioms BrillouinWignerGroundState.no_root_of_uncoupled
#print axioms BrillouinWignerGroundState.brillouin_wigner_ground_state
```

```
'BrillouinWignerGroundState.root_lt_reference_iff' depends on axioms: [propext, Classical.choice, Quot.sound]
'BrillouinWignerGroundState.no_root_of_uncoupled' depends on axioms: [propext, Classical.choice, Quot.sound]
'BrillouinWignerGroundState.brillouin_wigner_ground_state' depends on axioms: [propext, Classical.choice, Quot.sound]
```

## Notes on the proof

`secular_strictMonoOn` is the termwise comparison. `div_le_div_of_nonneg_left` compares two quotients with the same nonnegative numerator, `Finset.sum_le_sum` adds the inequalities, and `linarith` brings in the strict increase of $E-h$.

`exists_root` follows the existence step. `hS` is $S\ge0$; `hterm` gives continuity of each quotient on the closed interval from the nonvanishing of its denominator, and `hsum` extends this to the sum by induction on the set of terms. `hup` and `hlow` are the signs $f(h)\ge0$ and $f(E^{(2)})\le0$, and `intermediate_value_Icc` yields the root with both bounds.

`root_lt_reference_iff` argues by contradiction in one direction, where vanishing couplings make the sum zero, and uses `Finset.sum_pos'` in the other, where one positive term among nonnegative ones makes it positive. `no_root_of_uncoupled` takes `Unit` as the one-element label set and reduces $f$ to `E - h`. These two theorems stand beside the main theorem and are not used in it.

`arrow_mulVec_none` and `arrow_mulVec_some` write out the two kinds of row. In `eigen_iff_partition`, `hq` is the identity $\frac{v_m}{d_m-E}(d_m-E)=v_m$, where $E\neq d_m$ is needed, and `key` is the substitution of the external coefficients into $\sum_m v_mx_m$. In the forward direction `mul_right_cancel₀` performs the division by $d_m-E$ in row $m$, and `linear_combination hk - h0` turns the reference row into $x_0f(E)=0$. The reverse direction rebuilds each row from the same identities.

`quadratic_form_partition` proves the expansion of the square term by term in its `key`, again from `hq`, and then matches the sum against the expanded dot products. `variational_bound` adds the two sign facts `h2` and `h3` to this identity. `root_isLeast_eigenvalue` supplies `bwVector v d E` as eigenvector, nonzero because its reference component is one, and cancels $x^Tx>0$ with `le_of_mul_le_mul_right` for the lower bound.

The main theorem takes its root from `exists_root`, places it in `below d` through `hlt`, obtains uniqueness from `injOn` of the strictly increasing function, and reads the description of the eigenvectors off `eigen_iff_partition`, where `hf` makes the condition $x_0f(E_0)=0$ hold for every $x$.
